# Projection error of a matrix bounded by the (2q+1)-th root of the error on its power-iterated form

An electronic-structure calculation often holds a large matrix $A$ that is close to one of much lower rank. An example is the matrix of orbital-pair products on a real-space grid, with one column per pair. A randomized singular value decomposition compresses such a matrix by applying it to a few random vectors, orthonormalising the results into the columns of a matrix $Q$, and keeping $QQ^\dagger A$. What is lost is $(1-QQ^\dagger)A$.

If the singular values $\sigma_i$ of $A$ decay slowly, the random vectors pick up much of the unwanted tail, and $Q$ is a poor basis. A common remedy is to build $Q$ from
$$B_q=(AA^\dagger)^qA,$$
which has the same singular vectors as $A$ but singular values $\sigma_i^{2q+1}$, so that the tail is pushed down relative to the leading part. The basis is then fitted to $B_q$, while the quantity to be compressed is still $A$. The two errors are related by
$$\|PA\|^{2q+1}\le\|PB_q\|,\qquad P=1-QQ^\dagger,$$
where $\|\cdot\|$ is the spectral norm, the largest singular value. The inequality holds for every orthogonal projector $P$ and every $q=0,1,2,\dots$ Note that $P$ projects onto what the basis misses, not onto what it captures.

## Matrices, norm and projectors

The matrices are finite, with real or complex entries; this is the type `𝕜` with `RCLike 𝕜`. The index types `m` and `n` label the rows and columns of $A$, and no relation between their sizes is assumed. Opening `Matrix.Norms.L2Operator` makes `‖·‖` the spectral norm, not an entrywise one.

In Lean 4 with Mathlib:

```lean
import Mathlib

open Matrix Filter Topology
open scoped Matrix.Norms.L2Operator

namespace RandomizedSVDPowerScheme

variable {𝕜 l m n k : Type*} [RCLike 𝕜]
  [Fintype l] [DecidableEq l] [Fintype m] [DecidableEq m]
  [Fintype n] [DecidableEq n] [Fintype k] [DecidableEq k]
```

The matrix $B_q$ is called `powered A q`. The symbol `ᴴ` is the conjugate transpose $\dagger$, which for real matrices is the ordinary transpose. At $q=0$ the definition returns $A$ itself.

```lean
/-- The matrix `(A Aᴴ)^q A` obtained from `A` by `q` power iterations. -/
def powered (A : Matrix m n 𝕜) (q : ℕ) : Matrix m n 𝕜 := (A * Aᴴ) ^ q * A
```

An orthogonal projector satisfies $P^\dagger=P$ and $P^2=P$. The definition is the conjunction of these two conditions, and later proofs refer to them as `hP.1` and `hP.2`.

```lean
/-- An orthogonal projector: a Hermitian idempotent matrix. -/
def IsOrthProjector (P : Matrix m m 𝕜) : Prop := P.IsHermitian ∧ P * P = P
```

## Norms along the chain C, CA, CAA†, …

Suppose $XX^\dagger=YZ^\dagger$. The spectral norm obeys $\|X\|^2=\|XX^\dagger\|$, is submultiplicative, and is unchanged by the conjugate transpose. Hence
$$\|X\|^2=\|YZ^\dagger\|\le\|Y\|\,\|Z\|.$$

```lean
/-- If `X Xᴴ = Y Zᴴ`, then the spectral norms satisfy `‖X‖² ≤ ‖Y‖ ‖Z‖`. -/
theorem sq_norm_le_of_gram (X : Matrix l n 𝕜) (Y Z : Matrix l k 𝕜)
    (h : X * Xᴴ = Y * Zᴴ) : ‖X‖ ^ 2 ≤ ‖Y‖ * ‖Z‖ := by
  have hX := Matrix.l2_opNorm_conjTranspose_mul_self Xᴴ
  rw [Matrix.conjTranspose_conjTranspose, Matrix.l2_opNorm_conjTranspose, h] at hX
  have hYZ := Matrix.l2_opNorm_mul Y Zᴴ
  rw [Matrix.l2_opNorm_conjTranspose] at hYZ
  rw [pow_two, ← hX]
  exact hYZ
```

Now put an arbitrary matrix $C$ in the place of $P$, write $M=AA^\dagger$, and define
$$a_{2j}=\|CM^j\|,\qquad a_{2j+1}=\|CB_j\|.$$
These are the norms of $C$, $CA$, $CAA^\dagger$, $CAA^\dagger A$ and so on. Since $M$ is Hermitian and $B_j=M^jA$,
$$(CB_j)(CB_j)^\dagger=CM^{2j+1}C^\dagger=(CM^j)(CM^{j+1})^\dagger,$$
$$(CM^{j+1})(CM^{j+1})^\dagger=CM^{2j+2}C^\dagger=(CB_j)(CB_{j+1})^\dagger.$$
The previous inequality turns these identities into $a_i^2\le a_{i-1}a_{i+1}$ for all $i\ge1$: the sequence is log-convex.

```lean
/-- The spectral norms of `C`, `C A`, `C A Aᴴ`, `C A Aᴴ A`, and so on form a log-convex
sequence: the square of each is at most the product of its two neighbours. -/
theorem norms_logConvex (C : Matrix l m 𝕜) (A : Matrix m n 𝕜) (j : ℕ) :
    ‖C * powered A j‖ ^ 2 ≤ ‖C * (A * Aᴴ) ^ j‖ * ‖C * (A * Aᴴ) ^ (j + 1)‖ ∧
    ‖C * (A * Aᴴ) ^ (j + 1)‖ ^ 2 ≤ ‖C * powered A j‖ * ‖C * powered A (j + 1)‖ := by
  have hH : ∀ i : ℕ, ((A * Aᴴ) ^ i)ᴴ = (A * Aᴴ) ^ i := fun i => by
    rw [Matrix.conjTranspose_pow, Matrix.conjTranspose_mul, Matrix.conjTranspose_conjTranspose]
  constructor
  · apply sq_norm_le_of_gram
    simp only [powered, Matrix.conjTranspose_mul C, Matrix.conjTranspose_mul _ A, hH]
    rw [pow_succ' (A * Aᴴ) j]
    simp only [Matrix.mul_assoc]
  · apply sq_norm_le_of_gram
    simp only [powered, Matrix.conjTranspose_mul C, Matrix.conjTranspose_mul _ A, hH]
    rw [pow_succ (A * Aᴴ) j]
    simp only [Matrix.mul_assoc]
```

The two halves of the statement are the cases of odd and even $i$. In the proof, `hH` records that powers of $M$ are Hermitian, and each half is then reduced to one of the two matrix identities above.

If no term vanishes, log-convexity says that the ratios $a_{i+1}/a_i$ never decrease, so none is smaller than the first, $a_1/a_0$. Without division, the claim is
$$a_1a_i\le a_0a_{i+1}.$$
For $i=0$ both sides are equal. Suppose the claim holds for $i$. If $a_{i+1}=0$, the next inequality has zero on its left. Otherwise
$$a_1a_{i+1}^2\le a_1a_ia_{i+2}\le a_0a_{i+1}a_{i+2},$$
and dividing by $a_{i+1}>0$ gives the claim for $i+1$.

```lean
/-- Each further factor `A` or `Aᴴ` multiplies the spectral norm by at least the ratio
`‖C A‖ / ‖C‖` of the first step, written here without division. -/
theorem growth_ratio (C : Matrix l m 𝕜) (A : Matrix m n 𝕜) (j : ℕ) :
    ‖C * A‖ * ‖C * (A * Aᴴ) ^ j‖ ≤ ‖C‖ * ‖C * powered A j‖ ∧
    ‖C * A‖ * ‖C * powered A j‖ ≤ ‖C‖ * ‖C * (A * Aᴴ) ^ (j + 1)‖ := by
  -- log-convexity carries the ratio bound from one step to the next
  have step : ∀ x y z : ℝ, 0 ≤ y → 0 ≤ z → ‖C * A‖ * x ≤ ‖C‖ * y → y ^ 2 ≤ x * z →
      ‖C * A‖ * y ≤ ‖C‖ * z := by
    intro x y z hy hz h hc
    rcases hy.eq_or_lt with h0 | h0
    · rw [← h0, mul_zero]
      exact mul_nonneg (norm_nonneg _) hz
    · refine le_of_mul_le_mul_right ?_ h0
      have h1 := mul_le_mul_of_nonneg_left hc (norm_nonneg (C * A))
      have h2 := mul_le_mul_of_nonneg_right h hz
      linarith
  induction j with
  | zero =>
    have h0 : ‖C * A‖ * ‖C * (A * Aᴴ) ^ 0‖ ≤ ‖C‖ * ‖C * powered A 0‖ := by
      simp only [powered, pow_zero, Matrix.mul_one, Matrix.one_mul]
      exact (mul_comm _ _).le
    exact ⟨h0, step _ _ _ (norm_nonneg _) (norm_nonneg _) h0 (norms_logConvex C A 0).1⟩
  | succ j ih =>
    have h1 := step _ _ _ (norm_nonneg _) (norm_nonneg _) ih.2 (norms_logConvex C A j).2
    exact ⟨h1, step _ _ _ (norm_nonneg _) (norm_nonneg _) h1 (norms_logConvex C A (j + 1)).1⟩
```

The local statement `step` is this passage from $i$ to $i+1$, with `x`, `y`, `z` standing for $a_i,a_{i+1},a_{i+2}$. The induction on `j` applies it twice per round, because each round advances by one factor $A$ and one factor $A^\dagger$.

## From growth ratios to the projection error

The ratio bound accumulates to
$$\|CA\|^{2q+1}\le\|C\|^{2q}\,\|CB_q\|.$$
At $q=0$ this is an equality. If it holds for $q$, two uses of the ratio bound give
$$a_1^{2q+3}\le a_0^{2q}a_1^2a_{2q+1}\le a_0^{2q+1}a_1a_{2q+2}\le a_0^{2q+2}a_{2q+3}.$$

```lean
/-- For arbitrary matrices `C` and `A` of matching size,
`‖C A‖^(2q+1) ≤ ‖C‖^(2q) ‖C (A Aᴴ)^q A‖` in the spectral norm. -/
theorem power_scheme_general (C : Matrix l m 𝕜) (A : Matrix m n 𝕜) (q : ℕ) :
    ‖C * A‖ ^ (2 * q + 1) ≤ ‖C‖ ^ (2 * q) * ‖C * powered A q‖ := by
  induction q with
  | zero => simp [powered]
  | succ q ih =>
    have hr := norm_nonneg (C * A)
    have hp := norm_nonneg C
    have hpq : 0 ≤ ‖C‖ ^ (2 * q) := pow_nonneg hp _
    -- one power iteration is two steps of the growth ratio
    calc ‖C * A‖ ^ (2 * (q + 1) + 1) = ‖C * A‖ ^ 2 * ‖C * A‖ ^ (2 * q + 1) := by ring
      _ ≤ ‖C * A‖ ^ 2 * (‖C‖ ^ (2 * q) * ‖C * powered A q‖) :=
          mul_le_mul_of_nonneg_left ih (pow_nonneg hr 2)
      _ = ‖C‖ ^ (2 * q) * (‖C * A‖ * (‖C * A‖ * ‖C * powered A q‖)) := by ring
      _ ≤ ‖C‖ ^ (2 * q) * (‖C * A‖ * (‖C‖ * ‖C * (A * Aᴴ) ^ (q + 1)‖)) :=
          mul_le_mul_of_nonneg_left
            (mul_le_mul_of_nonneg_left (growth_ratio C A q).2 hr) hpq
      _ = ‖C‖ ^ (2 * q) * (‖C‖ * (‖C * A‖ * ‖C * (A * Aᴴ) ^ (q + 1)‖)) := by ring
      _ ≤ ‖C‖ ^ (2 * q) * (‖C‖ * (‖C‖ * ‖C * powered A (q + 1)‖)) :=
          mul_le_mul_of_nonneg_left
            (mul_le_mul_of_nonneg_left (growth_ratio C A (q + 1)).1 hp) hpq
      _ = ‖C‖ ^ (2 * (q + 1)) * ‖C * powered A (q + 1)‖ := by ring
```

The `calc` chain is this line of inequalities, with the reorderings of factors left to `ring`.

For an orthogonal projector, $\|P\|^2=\|P^\dagger P\|=\|P\|$, so $\|P\|$ is $0$ or $1$. With $C=P$ the prefactor $\|P\|^{2q}$ is at most one, and the bound becomes
$$\|PA\|^{2q+1}\le\|PB_q\|.$$

```lean
/-- Power scheme: for an orthogonal projector `P`, any matrix `A` and any `q`, the spectral
norms satisfy `‖P A‖^(2q+1) ≤ ‖P (A Aᴴ)^q A‖`. -/
theorem power_scheme {P : Matrix m m 𝕜} (hP : IsOrthProjector P) (A : Matrix m n 𝕜) (q : ℕ) :
    ‖P * A‖ ^ (2 * q + 1) ≤ ‖P * powered A q‖ := by
  -- a projector has norm at most one, since `‖P‖ = ‖P‖²`
  have h1 : ‖P‖ ≤ 1 := by
    have h := Matrix.l2_opNorm_conjTranspose_mul_self P
    rw [hP.1.eq, hP.2] at h
    nlinarith [norm_nonneg P]
  exact (power_scheme_general P A q).trans
    (mul_le_of_le_one_left (norm_nonneg _) (pow_le_one₀ (norm_nonneg _) h1))
```

In words: for any orthogonal projector `P`, any matrix `A` with matching rows and any natural number `q`, the error on $A$, raised to the power $2q+1$, is at most the error on $B_q$. The projector need not come from a random sample, and nothing is assumed about the rank of $A$.

## Equality for projectors that commute with AA†

If $PM=MP$, the range of $P$ is an invariant subspace of $AA^\dagger$. This is the case when the basis consists of exact left singular vectors. Then
$$PM=PMP=(PA)(PA)^\dagger P,$$
and therefore
$$PB_{q+1}=PMB_q=(PA)(PA)^\dagger\,PB_q,\qquad \|PB_{q+1}\|\le\|PA\|^2\,\|PB_q\|.$$
Starting from $PB_0=PA$, induction gives $\|PB_q\|\le\|PA\|^{2q+1}$. Together with the general bound this is an equality.

```lean
/-- The power scheme bound is an equality when the orthogonal projector `P` commutes
with `A Aᴴ`. -/
theorem power_scheme_eq {P : Matrix m m 𝕜} (hP : IsOrthProjector P) (A : Matrix m n 𝕜)
    (hc : P * (A * Aᴴ) = A * Aᴴ * P) (q : ℕ) :
    ‖P * A‖ ^ (2 * q + 1) = ‖P * powered A q‖ := by
  refine le_antisymm (power_scheme hP A q) ?_
  have e : P * (A * Aᴴ) = P * A * (P * A)ᴴ * P := by
    rw [Matrix.conjTranspose_mul, hP.1.eq]
    calc P * (A * Aᴴ) = P * P * (A * Aᴴ) := by rw [hP.2]
      _ = P * (A * Aᴴ * P) := by rw [Matrix.mul_assoc, hc]
      _ = P * (A * Aᴴ * (P * P)) := by rw [hP.2]
      _ = P * A * (Aᴴ * P) * P := by simp only [Matrix.mul_assoc]
  induction q with
  | zero => simp [powered]
  | succ q ih =>
    have key : P * powered A (q + 1) = P * A * (P * A)ᴴ * (P * powered A q) := by
      calc P * powered A (q + 1) = P * (A * Aᴴ) * powered A q := by
            simp only [powered, pow_succ', Matrix.mul_assoc]
        _ = P * A * (P * A)ᴴ * P * powered A q := by rw [← e]
        _ = P * A * (P * A)ᴴ * (P * powered A q) := Matrix.mul_assoc _ _ _
    have h1 := Matrix.l2_opNorm_mul (P * A * (P * A)ᴴ) (P * powered A q)
    have h2 := Matrix.l2_opNorm_mul (P * A) (P * A)ᴴ
    rw [Matrix.l2_opNorm_conjTranspose] at h2
    rw [key]
    calc _ ≤ _ := h1
      _ ≤ ‖P * A‖ * ‖P * A‖ * ‖P * powered A q‖ :=
          mul_le_mul_of_nonneg_right h2 (norm_nonneg _)
      _ ≤ ‖P * A‖ * ‖P * A‖ * ‖P * A‖ ^ (2 * q + 1) :=
          mul_le_mul_of_nonneg_left ih (mul_self_nonneg _)
      _ = ‖P * A‖ ^ (2 * (q + 1) + 1) := by ring
```

The hypothesis `hc` is the commutation relation, `e` is the first identity above, and `key` is the recursion for $PB_{q+1}$.

## How the error bound depends on q

Suppose the basis captures the powered matrix with error
$$\|PB_q\|\le K\sigma^{2q+1},\qquad K,\sigma\ge0.$$
In the intended use $\sigma$ is the first singular value of $A$ beyond the target rank, and $K$ measures how far the sampled basis falls short of the best one of that rank. Taking the $(2q+1)$-th root of the main inequality gives
$$\|PA\|\le K^{1/(2q+1)}\sigma.$$

```lean
/-- If an orthogonal projector `P` leaves an error of at most `K σ^(2q+1)` on the powered
matrix, with `K` and `σ` nonnegative, it leaves at most `K^(1/(2q+1)) σ` on `A` itself. -/
theorem error_bound {P : Matrix m m 𝕜} (hP : IsOrthProjector P) (A : Matrix m n 𝕜) (q : ℕ)
    {K σ : ℝ} (hK : 0 ≤ K) (hσ : 0 ≤ σ) (h : ‖P * powered A q‖ ≤ K * σ ^ (2 * q + 1)) :
    ‖P * A‖ ≤ K ^ (((2 * q + 1 : ℕ) : ℝ)⁻¹) * σ := by
  by_contra hlt
  have h1 := pow_lt_pow_left₀ (not_le.mp hlt)
    (mul_nonneg (Real.rpow_nonneg hK _) hσ) (Nat.succ_ne_zero (2 * q))
  rw [Nat.succ_eq_add_one, mul_pow, Real.rpow_inv_natCast_pow hK (Nat.succ_ne_zero (2 * q))] at h1
  exact absurd ((power_scheme hP A q).trans h) (not_le.mpr h1)
```

The proof is by contradiction: if $\|PA\|$ exceeded the right-hand side, raising both to the power $2q+1$ would contradict the main inequality combined with the assumed estimate on $\|PB_q\|$. In the theorem `σ` is any nonnegative number and is not tied to a singular value. The estimate with $K$ is a hypothesis; deriving it from the statistics of the random vectors is a separate step that is not carried out here, and rounding errors are not considered either.

Let the projector now depend on $q$, as it does when a new basis is computed for each number of iterations, and let one constant $K>0$ serve for all $q$. This says that the error on $B_q$ stays within a fixed multiple of $\sigma^{2q+1}$, however many iterations are added. Since $K^{1/(2q+1)}\to1$, for every $\varepsilon>0$ there is a $q_0$ such that
$$\|P_qA\|\le\sigma+\varepsilon\qquad\text{for all }q\ge q_0.$$

```lean
/-- Let orthogonal projectors `P q` leave errors of at most `K σ^(2q+1)` on the powered
matrices, with fixed `K > 0` and `σ ≥ 0`. Then for every `ε > 0` the error on `A` is at most
`σ + ε` once `q` is large enough. -/
theorem error_eventually_le (P : ℕ → Matrix m m 𝕜) (hP : ∀ q, IsOrthProjector (P q))
    (A : Matrix m n 𝕜) {K σ ε : ℝ} (hK : 0 < K) (hσ : 0 ≤ σ) (hε : 0 < ε)
    (h : ∀ q, ‖P q * powered A q‖ ≤ K * σ ^ (2 * q + 1)) :
    ∀ᶠ q in atTop, ‖P q * A‖ ≤ σ + ε := by
  have h1 : Tendsto (fun q : ℕ => ((2 * q + 1 : ℕ) : ℝ)⁻¹) atTop (𝓝 0) :=
    tendsto_inv_atTop_zero.comp (tendsto_natCast_atTop_atTop.comp
      (tendsto_atTop_mono (fun q : ℕ => show q ≤ 2 * q + 1 by omega) tendsto_id))
  -- the prefactor `K^(1/(2q+1))` tends to one
  have h2 : Tendsto (fun q : ℕ => K ^ (((2 * q + 1 : ℕ) : ℝ)⁻¹)) atTop (𝓝 (K ^ (0 : ℝ))) :=
    (Real.continuousAt_const_rpow hK.ne').tendsto.comp h1
  have h3 := h2.mul_const σ
  rw [Real.rpow_zero, one_mul] at h3
  filter_upwards [h3.eventually_lt_const (show σ < σ + ε by linarith)] with q hq
  exact (error_bound (hP q) A q hK.le hσ (h q)).trans hq.le
```

The phrase `∀ᶠ q in atTop` means "for all sufficiently large $q$". The steps `h1` and `h2` are the limits of the exponent and of the prefactor. For $K>1$ the iterations thus remove the excess factor in the bound, while the level $\sigma$ stays. For simulation practice, the result shows how a few extra multiplications by $A$ and $A^\dagger$ can offset a mediocre random sample, for a finite matrix and under the assumed estimate on $B_q$.

## The residual of an orthonormal basis

The projector in the compression problem is $P=1-QQ^\dagger$ with $Q^\dagger Q=1$. It is Hermitian, and
$$(QQ^\dagger)^2=Q(Q^\dagger Q)Q^\dagger=QQ^\dagger,$$
$$P^2=1-2QQ^\dagger+(QQ^\dagger)^2=P.$$

```lean
/-- If the columns of `Q` are orthonormal, the residual map `1 - Q Qᴴ` is an orthogonal
projector. -/
theorem residual_isOrthProjector (Q : Matrix m k 𝕜) (hQ : Qᴴ * Q = 1) :
    IsOrthProjector (1 - Q * Qᴴ) := by
  have h : Q * Qᴴ * (Q * Qᴴ) = Q * Qᴴ := by
    rw [Matrix.mul_assoc, ← Matrix.mul_assoc Qᴴ, hQ, Matrix.one_mul]
  constructor
  · simp [Matrix.IsHermitian, Matrix.conjTranspose_sub, Matrix.conjTranspose_mul]
  · simp only [Matrix.sub_mul, Matrix.mul_sub, Matrix.one_mul, Matrix.mul_one, h, sub_self,
      sub_zero]
```

The hypothesis `hQ` states that the columns of `Q` are orthonormal. All the bounds above therefore apply to the error $\|(1-QQ^\dagger)A\|$.

## A two-by-two case of equality

Take
$$P=\tfrac12\begin{pmatrix}1&1\\1&1\end{pmatrix},\qquad A=\begin{pmatrix}2&1\\1&2\end{pmatrix},\qquad AA^\dagger=\begin{pmatrix}5&4\\4&5\end{pmatrix}.$$
$P$ projects onto the unit vector $(1,1)/\sqrt2$, an eigenvector of $A$ with eigenvalue $3$. Multiplying out gives $P^2=P$ and
$$P\,AA^\dagger=AA^\dagger P=\tfrac92\begin{pmatrix}1&1\\1&1\end{pmatrix}.$$
Here $PA=3P$ and $PB_q=3^{2q+1}P$, so both sides of the power-scheme bound equal $3^{2q+1}$. As a residual projector, this $P$ belongs to the basis vector $(1,-1)/\sqrt2$, which misses the larger of the two singular values $3$ and $1$. The example shows equality, not a good compression.

```lean
/-- The real matrix with all four entries `1/2` is an orthogonal projector and commutes with
`A Aᴴ` for `A` with rows `(2, 1)` and `(1, 2)`. -/
theorem power_scheme_eq_witness :
    IsOrthProjector (!![1/2, 1/2; 1/2, 1/2] : Matrix (Fin 2) (Fin 2) ℝ) ∧
    (!![1/2, 1/2; 1/2, 1/2] : Matrix (Fin 2) (Fin 2) ℝ) * (!![2, 1; 1, 2] * !![2, 1; 1, 2]ᴴ) =
      !![2, 1; 1, 2] * !![2, 1; 1, 2]ᴴ * !![1/2, 1/2; 1/2, 1/2] := by
  refine ⟨⟨?_, ?_⟩, ?_⟩
  · exact Matrix.IsHermitian.ext fun i j => by fin_cases i <;> fin_cases j <;> simp
  · ext i j
    fin_cases i <;> fin_cases j <;> norm_num [Matrix.mul_apply, Fin.sum_univ_succ]
  · have hA : (!![2, 1; 1, 2] : Matrix (Fin 2) (Fin 2) ℝ).IsHermitian :=
      Matrix.IsHermitian.ext fun i j => by fin_cases i <;> fin_cases j <;> simp
    rw [hA.eq]
    simp only [Matrix.mul_fin_two]
    norm_num

end RandomizedSVDPowerScheme
```

The theorem checks the two hypotheses of `power_scheme_eq`, namely that $P$ is an orthogonal projector and that it commutes with $AA^\dagger$.

```lean
#print axioms RandomizedSVDPowerScheme.power_scheme_eq
-- 'RandomizedSVDPowerScheme.power_scheme_eq' depends on axioms: [propext, Classical.choice, Quot.sound]
#print axioms RandomizedSVDPowerScheme.error_bound
-- 'RandomizedSVDPowerScheme.error_bound' depends on axioms: [propext, Classical.choice, Quot.sound]
#print axioms RandomizedSVDPowerScheme.error_eventually_le
-- 'RandomizedSVDPowerScheme.error_eventually_le' depends on axioms: [propext, Classical.choice, Quot.sound]
#print axioms RandomizedSVDPowerScheme.residual_isOrthProjector
-- 'RandomizedSVDPowerScheme.residual_isOrthProjector' depends on axioms: [propext, Classical.choice, Quot.sound]
```
